# Refining a counterpoise partition cannot lower the corrected energy of noninteracting fragments whose energies do not rise with the basis

Four water molecules are computed together, each with basis functions centred on its own atoms. Every molecule can also use its neighbours' functions to lower its own energy, which is the basis set superposition error. The counterpoise correction estimates this lowering group by group, but the grouping must first be chosen: two dimers, say, or four monomers. Can the finer choice give a lower corrected total?

It cannot in a model where the fragments, here the single molecules, do not interact and share only their basis functions, provided that no fragment's energy rises when functions are added. With interactions, it can.

## Fragments, bases and the corrected total

```lean
import Mathlib

open Finset

namespace CounterpoiseRefinement

noncomputable section

variable {ι : Type*} [Fintype ι] [DecidableEq ι]
```

The type `ι` is a finite set of fragment labels. A `Finset ι` is a set of such labels, and `univ` is the set of all of them, written \(U\) below.

```lean
/-- The energy `E(T;B)` of a set `T` of noninteracting fragments in the basis `B`: the sum of the
one-fragment energies `e i B`. A basis is given by the fragments whose functions it contains. -/
def additiveEnergy (e : ι → Finset ι → ℝ) (T B : Finset ι) : ℝ := ∑ i ∈ T, e i B
```

Sets of labels play two roles here: \(T\) says which fragments are physically present, and \(B\) says whose basis functions are present. Fragments in \(B\) but not in \(T\) contribute only ghost functions. With \(e_i(B)\) for `e i B`, the definition reads

\[
E(T;B)=\sum_{i\in T} e_i(B).
\]

The absence of interaction is built in, since \(e_i\) depends on the other fragments only through the basis. The geometry is fixed, and a fragment's functions are added or removed as a whole.

```lean
/-- The counterpoise-corrected total energy for a partition `p` into blocks: the full energy plus,
for each block, its energy in its own basis minus its energy in the full basis. -/
def cpTotal (E : Finset ι → Finset ι → ℝ) (p : Finpartition (univ : Finset ι)) : ℝ :=
  E univ univ + ∑ F ∈ p.parts, (E F F - E F univ)
```

A `Finpartition univ` divides all the fragments into disjoint, nonempty blocks, and `p.parts` is the set of blocks. The corrected total is

\[
E_{\mathrm{CP}}(p)=E(U;U)+\sum_{F\in p}\bigl[E(F;F)-E(F;U)\bigr].
\]

The function `E` is arbitrary here, so the same definition serves for interacting fragments later.

## The full-basis terms cancel

```lean
/-- For noninteracting fragments the corrected total is the sum of the fragment energies, each
taken in the basis of the block that contains the fragment. -/
theorem cpTotal_additive (e : ι → Finset ι → ℝ) (p : Finpartition (univ : Finset ι)) :
    cpTotal (additiveEnergy e) p = ∑ i, e i (p.part i) := by
  -- a sum over all fragments can be taken block by block
  have h : ∀ f : ι → ℝ, ∑ i, f i = ∑ F ∈ p.parts, ∑ i ∈ F, f i := fun f =>
    (congrArg (fun s => ∑ i ∈ s, f i) p.biUnion_parts).symm.trans
      (Finset.sum_biUnion p.disjoint)
  have h1 : ∑ F ∈ p.parts, additiveEnergy e F F = ∑ i, e i (p.part i) := by
    rw [h]
    refine Finset.sum_congr rfl fun F hF => ?_
    unfold additiveEnergy
    refine Finset.sum_congr rfl fun i hi => ?_
    rw [p.part_eq_of_mem hF hi]
  -- the full-basis terms add up to the full energy and cancel it
  have h2 : ∑ F ∈ p.parts, additiveEnergy e F univ = additiveEnergy e univ univ :=
    (h fun i => e i univ).symm
  unfold cpTotal
  rw [Finset.sum_sub_distrib, h1, h2]
  ring
```

Write \(p(i)\) for the block of \(p\) that contains fragment \(i\), which is `p.part i` in Lean. The theorem says \(E_{\mathrm{CP}}(p)=\sum_i e_i(p(i))\).

By hand, each fragment lies in exactly one block, so a sum over blocks and then over their members is a sum over all fragments:

\[
\sum_{F\in p}E(F;F)=\sum_{F\in p}\sum_{i\in F}e_i(F)=\sum_i e_i(p(i)),
\]
\[
\sum_{F\in p}E(F;U)=\sum_i e_i(U)=E(U;U).
\]

The second sum cancels the leading \(E(U;U)\), and the first remains.

In the proof, `h` is the regrouping of the sum, and `h1` and `h2` are the two displayed lines. The tactic `rw` substitutes them into the definition, and `ring` carries out the cancellation.

## Smaller blocks, higher energies

```lean
/-- When a partition is refined, the block containing a given fragment can only shrink. -/
theorem part_subset_of_refines {q p : Finpartition (univ : Finset ι)} (h : q ≤ p) (i : ι) :
    q.part i ⊆ p.part i := by
  obtain ⟨b, hb, hib⟩ := q.exists_mem (mem_univ i)
  obtain ⟨c, hc, hbc⟩ := h hb
  rw [q.part_eq_of_mem hb hib, p.part_eq_of_mem hc (hbc hib)]
  exact hbc
```

The relation `q ≤ p` means that \(q\) refines \(p\): every block of \(q\) lies inside some block of \(p\). The finer partition is the smaller one in this order.

The claim is \(q(i)\subseteq p(i)\). Let \(b\) be the block of \(q\) containing \(i\), and let \(c\) be a block of \(p\) with \(b\subseteq c\). Then \(i\in c\), so \(c=p(i)\). The two `obtain` lines produce \(b\) and \(c\), and `rw` identifies them with the blocks of \(i\).

```lean
/-- If the energies of noninteracting fragments do not rise when the basis grows, the
counterpoise-corrected total does not decrease when the partition is refined. -/
theorem cpTotal_le_of_refines (e : ι → Finset ι → ℝ) (he : ∀ i, Antitone (e i))
    {q p : Finpartition (univ : Finset ι)} (h : q ≤ p) :
    cpTotal (additiveEnergy e) p ≤ cpTotal (additiveEnergy e) q := by
  rw [cpTotal_additive, cpTotal_additive]
  exact Finset.sum_le_sum fun i _ => he i (part_subset_of_refines h i)
```

The hypothesis `Antitone (e i)` says that \(B\subseteq C\) implies \(e_i(C)\le e_i(B)\). It stands for the variational principle: a minimum over a larger trial space cannot be higher. It is assumed here, and methods that are not variational may violate it.

The main result now takes one line. Since \(q(i)\subseteq p(i)\),

\[
E_{\mathrm{CP}}(p)=\sum_i e_i(p(i))\le\sum_i e_i(q(i))=E_{\mathrm{CP}}(q).
\]

Lean rewrites both totals with the cancellation formula and compares the sums term by term with `Finset.sum_le_sum`.

```lean
/-- For noninteracting fragments, if every enlargement of the basis strictly lowers every fragment
energy, a proper refinement of the partition strictly raises the corrected total. -/
theorem cpTotal_lt_of_strictly_refines (e : ι → Finset ι → ℝ) (he : ∀ i, StrictAnti (e i))
    {q p : Finpartition (univ : Finset ι)} (h : q < p) :
    cpTotal (additiveEnergy e) p < cpTotal (additiveEnergy e) q := by
  -- some fragment sits in a strictly smaller block, otherwise the partitions agree
  have hex : ∃ i, q.part i ≠ p.part i := by
    by_contra hcon
    push Not at hcon
    apply not_le_of_gt h
    intro b hb
    obtain ⟨i, hi⟩ := p.nonempty_of_mem_parts hb
    obtain ⟨c, hc, hic⟩ := q.exists_mem (mem_univ i)
    refine ⟨c, hc, le_of_eq ?_⟩
    rw [← p.part_eq_of_mem hb hi, ← q.part_eq_of_mem hc hic, hcon i]
  obtain ⟨i, hi⟩ := hex
  rw [cpTotal_additive, cpTotal_additive]
  refine Finset.sum_lt_sum
    (fun j _ => (he j).antitone (part_subset_of_refines h.le j)) ⟨i, mem_univ i, ?_⟩
  exact he i (lt_of_le_of_ne (part_subset_of_refines h.le i) hi)
```

Here `StrictAnti` requires every enlargement of the basis to lower every fragment energy strictly, and `q < p` means that \(q\) refines \(p\) but \(p\) does not refine \(q\). The conclusion is then strict.

One fragment with \(q(i)\ne p(i)\) is enough, because its term rises strictly while no other term falls. Such a fragment exists. If all blocks agreed, any block \(b\) of \(p\) would contain some \(i\), and \(b=p(i)=q(i)\) would be a block of \(q\). Then \(p\) would refine \(q\), a contradiction. This is the argument for `hex`, which `by_contra` opens.

```lean
/-- If the energies of noninteracting fragments do not rise when the basis grows, then for every
partition the corrected total lies between the uncorrected energy in the full basis and the sum of
the energies of the single fragments in their own bases. -/
theorem cpTotal_bounds (e : ι → Finset ι → ℝ) (he : ∀ i, Antitone (e i))
    (p : Finpartition (univ : Finset ι)) :
    additiveEnergy e univ univ ≤ cpTotal (additiveEnergy e) p ∧
      cpTotal (additiveEnergy e) p ≤ ∑ i, additiveEnergy e {i} {i} := by
  rw [cpTotal_additive]
  constructor
  · exact Finset.sum_le_sum fun i _ => he i (Finset.subset_univ _)
  · refine Finset.sum_le_sum fun i _ => ?_
    obtain ⟨b, hb, hib⟩ := p.exists_mem (mem_univ i)
    rw [p.part_eq_of_mem hb hib, additiveEnergy, Finset.sum_singleton]
    exact he i (Finset.singleton_subset_iff.mpr hib)
```

Since \(\{i\}\subseteq p(i)\subseteq U\), antitonicity gives

\[
E(U;U)=\sum_i e_i(U)\le E_{\mathrm{CP}}(p)\le\sum_i e_i(\{i\}).
\]

The two halves of the proof, marked by dots, are these two inequalities. In the noninteracting model, a coarse partition leaves the superposition error inside each block in the total, while the partition into single fragments removes all of it. Electronic structure calculations on clusters also include interactions, which this model leaves out.

## An interacting example that goes the other way

```lean
/-- A model energy of three fragments that is not additive: the pair `{0,1}` has energy `-1` in
the full basis, and all other energies are zero. -/
def pairEnergy (T B : Finset (Fin 3)) : ℝ := if T = {0, 1} ∧ B = univ then -1 else 0
```

Three fragments are labelled 0, 1 and 2. The pair \(\{0,1\}\) has energy \(-1\) when the functions of fragment 2 are also present, and every other energy is zero. This is not additive, because fragments 0 and 1 each have energy zero in the full basis. It is a constructed energy function, not a model of a particular molecule.

```lean
/-- The partition of three fragments into the pair `{0,1}` and the single fragment `2`. -/
def pairPartition : Finpartition (univ : Finset (Fin 3)) :=
  ⟨{{0, 1}, {2}}, by decide, by decide, by decide⟩
```

This partition keeps the pair together. The three uses of `decide` settle by finite checking that the blocks are disjoint, cover everything and are nonempty.

```lean
/-- For the model pair energy, which does not rise with the basis for any subsystem, splitting the
pair into single fragments lowers the corrected total from `1` to `0`. -/
theorem refinement_can_lower_interacting :
    (∀ T, Antitone (pairEnergy T)) ∧ ⊥ ≤ pairPartition ∧
      cpTotal pairEnergy pairPartition = 1 ∧ cpTotal pairEnergy ⊥ = 0 := by
  have hfull : pairEnergy univ univ = 0 := if_neg (by decide)
  have hne : ∀ i : Fin 3, ({i} : Finset (Fin 3)) ≠ {0, 1} := by decide
  have hsingle : ∀ (i : Fin 3) (B : Finset (Fin 3)), pairEnergy {i} B = 0 :=
    fun i B => if_neg fun h => hne i h.1
  refine ⟨fun T B C hBC => ?_, bot_le, ?_, ?_⟩
  · by_cases hB : T = {0, 1} ∧ B = univ
    · have hC : T = {0, 1} ∧ C = univ :=
        ⟨hB.1, Finset.univ_subset_iff.mp (hB.2.symm.subset.trans hBC)⟩
      exact le_of_eq ((if_pos hC).trans (if_pos hB).symm)
    · have h0 : pairEnergy T B = 0 := if_neg hB
      rw [h0]
      unfold pairEnergy
      split_ifs <;> norm_num
  · -- only the pair has a basis set superposition error
    have h1 : pairEnergy {0, 1} {0, 1} = 0 := if_neg (by decide)
    have h2 : pairEnergy {0, 1} univ = -1 := if_pos ⟨rfl, rfl⟩
    have hp : pairPartition.parts = {{0, 1}, {2}} := rfl
    unfold cpTotal
    rw [hp, Finset.sum_pair (by decide), hfull, h1, h2, hsingle, hsingle]
    norm_num
  · unfold cpTotal
    rw [hfull, zero_add]
    refine Finset.sum_eq_zero fun F hF => ?_
    obtain ⟨i, _, rfl⟩ := Finpartition.mem_bot_iff.mp hF
    rw [hsingle, hsingle, sub_zero]

end

end CounterpoiseRefinement
```

The symbol `⊥` is the finest partition, into single fragments. The theorem joins four statements: the energy of every subsystem is nonincreasing in the basis, `⊥` refines the pair partition, and the two corrected totals are 1 and 0. By hand,

\[
E_{\mathrm{CP}}(\{0,1\},\{2\})=0+[0-(-1)]+[0-0]=1,
\]

while for single fragments every term vanishes. Refinement has lowered the total, so monotonicity in the basis alone does not give the main result.

For the first statement, the proof distinguishes whether \(E(T;B)\) is already \(-1\). If so, \(B\) is the full basis and cannot grow; if not, the energy is 0 and can only stay or fall. The remaining steps evaluate the two sums.

```lean
#print axioms CounterpoiseRefinement.cpTotal_le_of_refines
#print axioms CounterpoiseRefinement.cpTotal_lt_of_strictly_refines
#print axioms CounterpoiseRefinement.cpTotal_bounds
#print axioms CounterpoiseRefinement.refinement_can_lower_interacting
```

```
'CounterpoiseRefinement.cpTotal_le_of_refines' depends on axioms: [propext, Classical.choice, Quot.sound]
'CounterpoiseRefinement.cpTotal_lt_of_strictly_refines' depends on axioms: [propext, Classical.choice, Quot.sound]
'CounterpoiseRefinement.cpTotal_bounds' depends on axioms: [propext, Classical.choice, Quot.sound]
'CounterpoiseRefinement.refinement_can_lower_interacting' depends on axioms: [propext, Classical.choice, Quot.sound]
```
